# Projected along [111], a lattice site is the centroid of its three neighbours displaced by (1,1,0), (1,0,1) and (0,1,1)

The declaration `hollow_site` takes any point `v` with integer coordinates and the three points reached from it by the displacements (1,1,0), (1,0,1) and (0,1,1). It states that when all four are projected along [111] onto the plane x + y + z = 0, the image of `v` is the average of the other three images. This is pure geometry: the three displacements add up to (2,2,2), which is parallel to [111] and so projects to zero. The attempt checks the three components one at a time, expanding the definitions with `simp` and leaving the arithmetic to `ring`.

An attempt in Lean 4 with a fault in it:

```lean
import Mathlib

namespace FccLayerSequence

noncomputable section

/-- The position in real space of an integer triple. -/
def site (v : Fin 3 → ℤ) : Fin 3 → ℝ := fun i => (v i : ℝ)

/-- Projection along the [111] direction onto the plane `x + y + z = 0`. -/
def proj111 (x : Fin 3 → ℝ) : Fin 3 → ℝ := fun i => x i - (x 0 + x 1 + x 2) / 3

/-- The projection of a site is the centroid of the projections of the three sites displaced
from it by (1,1,0), (1,0,1) and (0,1,1). -/
theorem hollow_site (v : Fin 3 → ℤ) :
    proj111 (site v) = (1 / 3 : ℝ) • (proj111 (site (v + ![1, 1, 0])) +
      proj111 (site (v + ![1, 0, 1])) + proj111 (site (v + ![0, 1, 1]))) := by
  ext i
  fin_cases i <;> simp [proj111, site] <;> ring

end

end FccLayerSequence
```

The error:

```
Try this:
  [apply] ring_nf
  
  The `ring` tactic failed to close the goal. Use `ring_nf` to obtain a normal form.
    
  Note that `ring` works primarily in *commutative* rings. If you have a noncommutative ring, abelian group or module, consider using `noncomm_ring`, `abel` or `module` instead.
Try this:
  [apply] ring_nf
  
  The `ring` tactic failed to close the goal. Use `ring_nf` to obtain a normal form.
    
  Note that `ring` works primarily in *commutative* rings. If you have a noncommutative ring, abelian group or module, consider using `noncomm_ring`, `abel` or `module` instead.
Try this:
  [apply] ring_nf
  
  The `ring` tactic failed to close the goal. Use `ring_nf` to obtain a normal form.
    
  Note that `ring` works primarily in *commutative* rings. If you have a noncommutative ring, abelian group or module, consider using `noncomm_ring`, `abel` or `module` instead.
Main.lean:17:76: error: unsolved goals
case «0»
v : Fin 3 → ℤ
⊢ ↑(v 0) * (2 / 3) + ↑(v 1) * (-1 / 3) + ↑(v 2) * (-1 / 3) =
    ↑(Matrix.vecHead v) * (2 / 3) + ↑(Matrix.vecHead (Matrix.vecTail v)) * (-1 / 3) +
      ↑(Matrix.vecHead (Matrix.vecTail (Matrix.vecTail v))) * (-1 / 3)

case «1»
v : Fin 3 → ℤ
⊢ ↑(v 1) * (2 / 3) + ↑(v 0) * (-1 / 3) + ↑(v 2) * (-1 / 3) =
    ↑(Matrix.vecHead (Matrix.vecTail v)) * (2 / 3) + ↑(Matrix.vecHead v) * (-1 / 3) +
      ↑(Matrix.vecHead (Matrix.vecTail (Matrix.vecTail v))) * (-1 / 3)

case «2»
v : Fin 3 → ℤ
⊢ ↑(v 2) * (2 / 3) + ↑(v 0) * (-1 / 3) + ↑(v 1) * (-1 / 3) =
    ↑(Matrix.vecHead (Matrix.vecTail (Matrix.vecTail v))) * (2 / 3) + ↑(Matrix.vecHead v) * (-1 / 3) +
      ↑(Matrix.vecHead (Matrix.vecTail v)) * (-1 / 3)
```

What went wrong. The three "Try this" messages, one per component, say that `ring` could not close the goal and only normalised it; the error lists the equations left over. In each, the left side has `v 0`, `v 1`, `v 2`, while the right has `Matrix.vecHead v`, `Matrix.vecHead (Matrix.vecTail v)` and so on. These are the same numbers, but `simp` brought in the second form when it expanded sums such as `v + ![1, 1, 0]` by head and tail. `ring` does not unfold `Matrix.vecHead` and `Matrix.vecTail`, so it treats the two forms as unrelated unknowns.

The repair never splits `v` that way. `hz` checks by `decide` that the displacements add up to 2 in every component. `key` carries this over to the real coordinates, using `Pi.add_apply` to evaluate each sum at an index, so that `v i` stays as it is. The last `simp only` expands the projection but leaves `site` folded, and `linarith` finishes from `key` at 0, 1, 2 and `i`. Since `i` stays general, `fin_cases` is no longer needed.

As a diff, the version that Lean accepts:

```diff
@@ -16,6 +16,17 @@
     proj111 (site v) = (1 / 3 : ℝ) • (proj111 (site (v + ![1, 1, 0])) +
       proj111 (site (v + ![1, 0, 1])) + proj111 (site (v + ![0, 1, 1]))) := by
+  -- the three displacements add up to (2,2,2), which is parallel to [111]
+  have hz : ∀ i : Fin 3, (![1, 1, 0] : Fin 3 → ℤ) i + (![1, 0, 1] : Fin 3 → ℤ) i +
+      (![0, 1, 1] : Fin 3 → ℤ) i = 2 := by decide
+  have key : ∀ i, site (v + ![1, 1, 0]) i + site (v + ![1, 0, 1]) i +
+      site (v + ![0, 1, 1]) i = 3 * site v i + 2 := by
+    intro i
+    have h : (((![1, 1, 0] : Fin 3 → ℤ) i : ℤ) : ℝ) + (((![1, 0, 1] : Fin 3 → ℤ) i : ℤ) : ℝ) +
+        (((![0, 1, 1] : Fin 3 → ℤ) i : ℤ) : ℝ) = 2 := by exact_mod_cast hz i
+    simp only [site, Pi.add_apply, Int.cast_add]
+    linarith
   ext i
-  fin_cases i <;> simp [proj111, site] <;> ring
+  simp only [proj111, Pi.smul_apply, Pi.add_apply, smul_eq_mul]
+  linarith [key 0, key 1, key 2, key i]
 
 end
```
